# A nonnegative gap-dependent global shift makes second-order energies add for every noninteracting pair only if it is constant

To obtain an interaction energy, one computes a dimer AB and its fragments A and B, and subtracts: $E_{AB}-E_A-E_B$. At infinite separation the result should be zero. In second-order perturbation theory with a level shift, each of the three runs collects its excitation gaps, chooses a shift, adds it to every denominator and sums. If the shift is chosen from the smallest gap of the system at hand, the dimer run and a fragment run can use different shifts, and the subtraction then leaves a remainder even without any interaction.

For finite lists of excitations with positive weights and gaps, the theorems below give this remainder exactly and show which nonnegative shift functions always avoid it.

## Systems, gaps and energies

In Lean 4 with Mathlib:

```lean
import Mathlib

open Finset

namespace GapAdaptedShift

noncomputable section

variable {ι κ : Type*} [Fintype ι] [Fintype κ]
```

The types `ι` and `κ` label the excitations of systems A and B. Both lists are finite.

```lean
/-- Second-order energy with weights `w`, excitation gaps `D` and a fixed shift `δ`,
for nonzero denominators `D i + δ`. -/
def shiftedEnergy (δ : ℝ) (w D : ι → ℝ) : ℝ := -∑ i, w i / (D i + δ)
```

This is the correlation energy at a fixed shift $\delta$,
$$E=-\sum_i \frac{w_i}{D_i+\delta}.$$
In MP2, $w_i$ is a squared coupling to a double excitation and $D_i$ its orbital-energy difference. The notation `ι → ℝ` means one real number per excitation.

```lean
variable [Nonempty ι] [Nonempty κ]

/-- The smallest excitation gap of a system. -/
def gap (D : ι → ℝ) : ℝ := Finset.univ.inf' Finset.univ_nonempty D
```

`gap D` is the minimum $g=\min_i D_i$, and `Nonempty` guarantees that there is something to minimise over. This is the smallest unshifted denominator, not the HOMO–LUMO gap; in closed-shell MP2 it is twice that gap.

```lean
/-- Energy with one global shift `s` evaluated at the smallest gap of the system,
for nonzero denominators `D i + s (gap D)`. -/
def energy (s : ℝ → ℝ) (w D : ι → ℝ) : ℝ := shiftedEnergy (s (gap D)) w D
```

Here the shift becomes a function $s$ of the smallest gap, and the same value $s(g)$ enters every denominator of the system.

```lean
/-- The weight or gap of a system with a single excitation. -/
def single (x : ℝ) : Unit → ℝ := fun _ => x
```

`Unit` is a type with exactly one element, so `single x` describes the weight or the gap of a system with one excitation.

## Two systems far apart

```lean
/-- A system whose excitation gaps are all positive has a positive smallest gap. -/
theorem gap_pos {D : ι → ℝ} (hD : ∀ i, 0 < D i) : 0 < gap D := by
  obtain ⟨i, _, h⟩ := Finset.exists_mem_eq_inf' Finset.univ_nonempty D
  unfold gap
  rw [h]
  exact hD i
```

The minimum of a finite list is attained at some $i$, and $D_i>0$. The proof extracts that $i$ and applies `hD`, the hypothesis that all gaps are positive.

```lean
/-- The smallest gap of two noninteracting systems taken together is the smaller
of their two gaps. -/
theorem gap_composite (D : ι → ℝ) (F : κ → ℝ) :
    gap (Sum.elim D F) = min (gap D) (gap F) := by
  unfold gap
  apply le_antisymm
  · apply le_min
    · apply Finset.le_inf'
      intro i _
      exact Finset.inf'_le (Sum.elim D F) (Finset.mem_univ (Sum.inl i))
    · apply Finset.le_inf'
      intro j _
      exact Finset.inf'_le (Sum.elim D F) (Finset.mem_univ (Sum.inr j))
  · apply Finset.le_inf'
    rintro (i | j) _
    · exact (min_le_left _ _).trans (Finset.inf'_le D (Finset.mem_univ i))
    · exact (min_le_right _ _).trans (Finset.inf'_le F (Finset.mem_univ j))
```

`Sum.elim D F` joins the two lists into one; "Sum" refers to the disjoint union of labels, not to addition. The claim is $g_{AB}=\min(g_A,g_B)$. The joint minimum lies below every entry of either list, hence below both minima; conversely, every joint entry lies above the smaller of the two. `le_antisymm` combines these inequalities.

The disjoint union is also where the model departs from a real dimer, whose list of double excitations also contains some that involve both fragments. Their couplings vanish at infinite separation, but a program that includes them in its search for the smallest gap may find a value below both $g_A$ and $g_B$, namely that of a charge-transfer excitation.

```lean
/-- In the composite of two noninteracting systems, both parts feel the shift that
belongs to the smaller gap. -/
theorem energy_composite (s : ℝ → ℝ) (w D : ι → ℝ) (v F : κ → ℝ) :
    energy s (Sum.elim w v) (Sum.elim D F) =
      shiftedEnergy (s (min (gap D) (gap F))) w D +
      shiftedEnergy (s (min (gap D) (gap F))) v F := by
  unfold energy
  rw [gap_composite]
  unfold shiftedEnergy
  rw [Fintype.sum_sum_type]
  simp only [Sum.elim_inl, Sum.elim_inr]
  ring
```

With $m=\min(g_A,g_B)$, and with $v_j$, $F_j$ the weights and gaps of B,
$$E_{AB}=-\sum_i\frac{w_i}{D_i+s(m)}-\sum_j\frac{v_j}{F_j+s(m)}.$$
The proof inserts the composite gap and splits the sum over the joint list.

## The size-consistency error

```lean
/-- For positive weights and gaps and nonnegative shifts `a` and `b`, the factor that
multiplies the difference of shifts in the size-consistency error is positive. -/
theorem response_pos {v F : κ → ℝ} (hv : ∀ j, 0 < v j) (hF : ∀ j, 0 < F j)
    {a b : ℝ} (ha : 0 ≤ a) (hb : 0 ≤ b) :
    0 < ∑ j, v j / ((F j + a) * (F j + b)) :=
  Finset.sum_pos (fun j _ => div_pos (hv j)
    (mul_pos (add_pos_of_pos_of_nonneg (hF j) ha)
      (add_pos_of_pos_of_nonneg (hF j) hb))) Finset.univ_nonempty
```

For $a,b\ge 0$, every term of $\sum_j v_j/((F_j+a)(F_j+b))$ is a positive number divided by a product of positive numbers. The list is not empty, so the sum is positive.

```lean
/-- Size-consistency error for positive gaps and a nonnegative shift, when the first system has the
smaller gap: it is the difference of the two shifts times a sum over the excitations of the second
system, which also depends on both shifts. -/
theorem consistency_error {s : ℝ → ℝ} (hs : ∀ g, 0 < g → 0 ≤ s g)
    (w : ι → ℝ) {D : ι → ℝ} (v : κ → ℝ) {F : κ → ℝ}
    (hD : ∀ i, 0 < D i) (hF : ∀ j, 0 < F j) (h : gap D ≤ gap F) :
    energy s (Sum.elim w v) (Sum.elim D F) - (energy s w D + energy s v F) =
      (s (gap D) - s (gap F)) *
        ∑ j, v j / ((F j + s (gap D)) * (F j + s (gap F))) := by
  -- only the system with the larger gap changes its energy
  have key : ∑ j, v j / (F j + s (gap F)) - ∑ j, v j / (F j + s (gap D)) =
      (s (gap D) - s (gap F)) *
        ∑ j, v j / ((F j + s (gap D)) * (F j + s (gap F))) := by
    rw [← Finset.sum_sub_distrib, Finset.mul_sum]
    apply Finset.sum_congr rfl
    intro j _
    have h1 : F j + s (gap D) ≠ 0 :=
      (add_pos_of_pos_of_nonneg (hF j) (hs _ (gap_pos hD))).ne'
    have h2 : F j + s (gap F) ≠ 0 :=
      (add_pos_of_pos_of_nonneg (hF j) (hs _ (gap_pos hF))).ne'
    rw [div_sub_div _ _ h2 h1, mul_div_assoc',
      div_eq_div_iff (mul_ne_zero h2 h1) (mul_ne_zero h1 h2)]
    ring
  rw [energy_composite, min_eq_left h]
  unfold energy shiftedEnergy
  linear_combination key
```

The hypothesis `hs` says that $s$ is nonnegative at positive gaps: the shift never brings a denominator closer to zero. Let $g_A\le g_B$, $a=s(g_A)$ and $b=s(g_B)$. System A keeps its shift $a$ in the composite, so its energy cancels. System B changes from $b$ to $a$:
$$E_{AB}-E_A-E_B=\sum_j\left(\frac{v_j}{F_j+b}-\frac{v_j}{F_j+a}\right)=(a-b)\sum_j\frac{v_j}{(F_j+a)(F_j+b)}.$$
The step `key` proves the second equality term by term: `h1` and `h2` show that the denominators are nonzero, and `ring` checks the algebra after cross-multiplication. The last line, `linear_combination key`, cancels the energy of A.

As a numerical case, take $s(g)=1/g$ in arbitrary units, unit weights, and single gaps 1 and 2. The fragment runs use shifts 1 and 0.5 and give $-0.5$ and $-0.4$. The dimer run uses shift 1 throughout and gives $-1/2-1/3\approx-0.833$. The subtraction leaves $1/15\approx0.067$, as the formula predicts.

```lean
/-- For positive weights and gaps and a nonnegative shift, the energies of two
noninteracting systems add exactly when both systems have the same shift. -/
theorem additive_iff {s : ℝ → ℝ} (hs : ∀ g, 0 < g → 0 ≤ s g)
    {w D : ι → ℝ} {v F : κ → ℝ} (hw : ∀ i, 0 < w i) (hD : ∀ i, 0 < D i)
    (hv : ∀ j, 0 < v j) (hF : ∀ j, 0 < F j) :
    energy s (Sum.elim w v) (Sum.elim D F) = energy s w D + energy s v F ↔
      s (gap D) = s (gap F) := by
  have hd := hs _ (gap_pos hD)
  have hf := hs _ (gap_pos hF)
  rcases le_total (gap D) (gap F) with h | h
  · have e := consistency_error hs w v hD hF h
    have p := response_pos hv hF hd hf
    rw [← sub_eq_zero, e, mul_eq_zero, or_iff_left p.ne', sub_eq_zero]
  · -- exchange the roles of the two systems
    have e := consistency_error hs v w hF hD h
    have p := response_pos hw hD hf hd
    have c : energy s (Sum.elim w v) (Sum.elim D F) =
        energy s (Sum.elim v w) (Sum.elim F D) := by
      rw [energy_composite, energy_composite, min_comm (gap F) (gap D), add_comm]
    rw [c, add_comm (energy s w D), ← sub_eq_zero, e, mul_eq_zero,
      or_iff_left p.ne', sub_eq_zero, eq_comm]
```

The symbol `↔` means "if and only if". The error is a product whose second factor is positive, so it vanishes exactly when $s(g_A)=s(g_B)$. `le_total` separates the two possible orderings of the gaps; in the second, A and B exchange roles.

## Which shifts are size consistent

```lean
/-- A nonnegative gap-dependent global shift gives additive energies for every pair of
noninteracting one-excitation systems with positive weights and gaps if and only if
it is constant on positive gaps. -/
theorem size_consistent_iff_constant {s : ℝ → ℝ} (hs : ∀ g, 0 < g → 0 ≤ s g) :
    (∀ w D v F : ℝ, 0 < w → 0 < D → 0 < v → 0 < F →
      energy s (Sum.elim (single w) (single v)) (Sum.elim (single D) (single F)) =
        energy s (single w) (single D) + energy s (single v) (single F)) ↔
      ∃ c : ℝ, 0 ≤ c ∧ ∀ g, 0 < g → s g = c := by
  have hg : ∀ x : ℝ, gap (single x) = x := fun x => Finset.inf'_const _ x
  constructor
  · intro h
    refine ⟨s 1, hs 1 one_pos, fun g hgpos => ?_⟩
    -- compare an arbitrary gap with a reference system of unit gap
    have e := (additive_iff hs (w := single 1) (D := single g)
      (v := single 1) (F := single 1) (fun _ => one_pos) (fun _ => hgpos)
      (fun _ => one_pos) (fun _ => one_pos)).1
      (h 1 g 1 1 one_pos hgpos one_pos one_pos)
    rwa [hg, hg] at e
  · rintro ⟨c, _, hc⟩ w D v F hw hD hv hF
    apply (additive_iff hs (w := single w) (D := single D)
      (v := single v) (F := single F) (fun _ => hw) (fun _ => hD)
      (fun _ => hv) (fun _ => hF)).2
    rw [hg, hg, hc D hD, hc F hF]
```

The left side of the equivalence demands additivity for every pair of one-excitation systems. The right side says that some $c\ge 0$ satisfies $s(g)=c$ for all $g>0$; values of $s$ at other arguments are unrestricted.

From left to right, pair a system of arbitrary gap $g$ with a reference system of gap 1. Additivity forces $s(g)=s(1)$, so $c=s(1)$. From right to left, a constant shift has equal values at both gaps, and the previous theorem gives additivity. The auxiliary statement `hg` records that the smallest gap of a one-excitation system is its only gap.

A particular pair can still add under a varying shift, for instance when its two gaps are equal.

```lean
/-- If a nonnegative shift strictly decreases with the gap, two noninteracting systems
with positive weights and gaps and different smallest gaps have a composite energy
strictly above the sum of their separate energies. -/
theorem composite_energy_above {s : ℝ → ℝ} (hs : ∀ g, 0 < g → 0 ≤ s g)
    (hanti : StrictAntiOn s (Set.Ioi 0)) (w : ι → ℝ) {D : ι → ℝ} {v F : κ → ℝ}
    (hD : ∀ i, 0 < D i) (hv : ∀ j, 0 < v j) (hF : ∀ j, 0 < F j)
    (h : gap D < gap F) :
    energy s w D + energy s v F < energy s (Sum.elim w v) (Sum.elim D F) := by
  have e := consistency_error hs w v hD hF h.le
  have p := response_pos hv hF (hs _ (gap_pos hD)) (hs _ (gap_pos hF))
  have d : s (gap F) < s (gap D) := hanti (gap_pos hD) (gap_pos hF) h
  have q := mul_pos (sub_pos.2 d) p
  rw [← e] at q
  exact sub_pos.1 q

end

end GapAdaptedShift
```

`StrictAntiOn s (Set.Ioi 0)` says that $s$ strictly decreases on positive gaps, so that a system with a smaller gap gets a larger shift. If $g_A<g_B$, then $a-b>0$, and the error formula gives
$$E_A+E_B<E_{AB}.$$
In the composite, B receives a larger shift than it had alone and loses correlation energy. In the subtraction this looks like a repulsion between systems that do not interact. The proof multiplies the two positive factors and rewrites their product as the energy difference. The theorem assumes positive weights only for B, the system with the larger gap.

```lean
#print axioms GapAdaptedShift.size_consistent_iff_constant
-- 'GapAdaptedShift.size_consistent_iff_constant' depends on axioms: [propext, Classical.choice, Quot.sound]
#print axioms GapAdaptedShift.composite_energy_above
-- 'GapAdaptedShift.composite_energy_above' depends on axioms: [propext, Classical.choice, Quot.sound]
```
